# Pseudizing augmentation functions: the unique minimum of a positive definite Fourier weight under independent linear constraints

When an ultrasoft pseudopotential is generated, an augmentation function is often too sharp near the nucleus for the plane-wave grid that must carry the charge density. It is then replaced, inside some radius, by a smoother function with a few adjustable coefficients. Certain conditions are imposed: the multipole moment has to be kept, and the value and some derivatives have to match at the radius. If there are more coefficients than conditions, the remaining freedom can be used to make the Fourier components above the cutoff small. In a finite expansion with a positive definite quadratic weight and independent linear conditions, this choice has exactly one answer, and two linear solves give it.

## The minimum by hand

Let c be the vector of n real expansion coefficients. Write the m conditions as C c = d, where C is an m × n matrix and d holds the prescribed values. Let A be a real symmetric n × n matrix, and let

W(c) = cᵀ A c

be the Fourier weight above the cutoff. This form supposes that the expansion is the whole augmentation function, so that nothing remains outside the radius; a fixed outer part adds a linear term, which is treated after the proof. Assume that W(c) > 0 for every c ≠ 0, and that the rows of C are linearly independent. The first assumption says that no nonzero combination of the basis functions escapes the weight; the second says that no condition repeats what the others already fix. Put

S = C A⁻¹ Cᵀ.

The claim is that S is invertible, that W has the unique minimizer c = A⁻¹ Cᵀ S⁻¹ d among the vectors with C c = d, and that the minimum is dᵀ S⁻¹ d.

**A is invertible.** If A v = 0 with v ≠ 0, then W(v) = vᵀ A v = 0, which contradicts positivity.

**S is invertible.** Take y ≠ 0 and set z = A⁻¹ Cᵀ y, so that A z = Cᵀ y. Then

yᵀ S y = yᵀ C z = zᵀ Cᵀ y = zᵀ A z = W(z).

The vector Cᵀ y is the combination of the rows of C with coefficients y_i. It is nonzero because the rows are independent, so z ≠ 0 and yᵀ S y > 0. The argument used for A now applies to S. Conversely, if S is invertible and Cᵀ y = 0, then S y = 0 and hence y = 0, so the rows are independent.

**The candidate.** Setting the gradient of W(c) − 2 λᵀ(C c − d) with respect to c to zero gives

A c = Cᵀ λ,

with one multiplier in λ for each condition. Hence c = A⁻¹ Cᵀ λ. The conditions become S λ = d, so λ = S⁻¹ d.

**It is the minimum.** Let x be any other vector with C x = d, and put h = x − c, so that C h = 0. By the symmetry of A,

W(x) = W(c) + 2 hᵀ A c + W(h).

The cross term vanishes:

hᵀ A c = hᵀ Cᵀ λ = (C h)ᵀ λ = 0.

Therefore W(x) = W(c) + W(h) > W(c). This used only A c = Cᵀ λ and C c = d, so every admissible c that has multipliers is a minimizer. Since the minimizer is unique and has multipliers, the converse holds too.

**Its value.** Finally,

W(c) = cᵀ Cᵀ λ = (C c)ᵀ λ = dᵀ λ = dᵀ S⁻¹ d.

## Solving for the coefficients in a program

A generation code need not form any inverse. It can factorize A by Cholesky, solve A Z = Cᵀ for the n × m matrix Z, form S = C Z, solve S λ = d, and set c = Z λ. Two cheap checks are the residual C c − d and the agreement of cᵀ A c with dᵀ λ. Both test the equations, not the error in c. If the basis consists of powers of r², A becomes badly conditioned as their number grows; c can then be inaccurate although both checks are passed, so the condition number of A should be estimated as well.

If the augmentation function is not zero outside the radius, its outer part is held fixed and also contributes Fourier components. The weight then has a linear term, cᵀ A c + 2 bᵀ c + const. Completing the square with c′ = c + A⁻¹ b restores the form treated here, with d replaced by d + C A⁻¹ b.

## The weight and the constraints in Lean

The index types `n`, `m` and `κ` label basis functions, conditions and wave vectors. All three are finite, and may be empty.

```lean
import Mathlib

open Matrix

namespace AugmentationPseudization

noncomputable section

variable {n m κ : Type*} [Fintype n] [DecidableEq n] [Fintype m] [DecidableEq m]
  [Fintype κ] [DecidableEq κ]
```

The weight W is `tailWeight`. In the notation, `*ᵥ` is a matrix acting on a vector and `⬝ᵥ` is the real dot product.

```lean
/-- The quadratic form `cᵀ A c`. It is the Fourier weight above the cutoff when `A` is the matrix of
that weight and the augmentation function has expansion coefficients `c`. -/
def tailWeight (A : Matrix n n ℝ) (c : n → ℝ) : ℝ := c ⬝ᵥ A *ᵥ c
```

The matrix S is `constraintGram`.

```lean
/-- The matrix `C A⁻¹ Cᵀ` that couples the constraints, for invertible `A`. -/
def constraintGram (A : Matrix n n ℝ) (C : Matrix m n ℝ) : Matrix m m ℝ := C * A⁻¹ * Cᵀ
```

The minimizer is written as successive products with λ = S⁻¹ d innermost. Lean's matrix inverse is defined for singular matrices as well, so the formula has its intended meaning only once A and S are known to be invertible.

```lean
/-- The coefficients `A⁻¹ Cᵀ (C A⁻¹ Cᵀ)⁻¹ d`, for invertible `A` and `C A⁻¹ Cᵀ`. -/
def optimalCoeff (A : Matrix n n ℝ) (C : Matrix m n ℝ) (d : m → ℝ) : n → ℝ :=
  A⁻¹ *ᵥ (Cᵀ *ᵥ ((constraintGram A C)⁻¹ *ᵥ d))
```

## Invertibility of A and of S

Positivity enters as the hypothesis that `tailWeight A x` is positive for every nonzero `x`. The first lemma turns it into a nonzero determinant: a vanishing determinant would supply a nonzero `v` with A v = 0, and the weight of `v` would be both zero and positive.

```lean
/-- A quadratic weight that is positive on every nonzero vector has an invertible matrix. -/
theorem isUnit_det_of_pos {A : Matrix n n ℝ} (hpos : ∀ x, x ≠ 0 → 0 < tailWeight A x) :
    IsUnit A.det := by
  rw [isUnit_iff_ne_zero]
  intro h
  obtain ⟨v, hv, h0⟩ := Matrix.exists_mulVec_eq_zero_iff.mpr h
  have h1 := hpos v hv
  rw [tailWeight, h0, dotProduct_zero] at h1
  exact lt_irrefl _ h1
```

The next theorem is the equivalence between invertible S and independent rows, `LinearIndependent ℝ C.row`. Inside it, `hcomb` writes Cᵀ y as a combination of rows, and `hS` writes S y as C applied to A⁻¹ Cᵀ y. In the forward direction, a vanishing combination of rows with coefficients `g` gives S g = 0, and multiplying by S⁻¹ gives g = 0. In the reverse direction, `hAz` is A z = Cᵀ y and `hz` is z ≠ 0. The final rewriting is the chain yᵀ S y = W(z), after which the previous lemma is applied to S itself. Symmetry of A is not needed here.

```lean
/-- For a positive definite weight, `C A⁻¹ Cᵀ` is invertible exactly when the constraints
are linearly independent. -/
theorem isUnit_constraintGram_iff {A : Matrix n n ℝ} (C : Matrix m n ℝ)
    (hpos : ∀ x, x ≠ 0 → 0 < tailWeight A x) :
    IsUnit (constraintGram A C).det ↔ LinearIndependent ℝ C.row := by
  have hcomb : ∀ y : m → ℝ, Cᵀ *ᵥ y = ∑ i, y i • C.row i := by
    intro y
    ext j
    simp [Matrix.mulVec, dotProduct, Matrix.row, Finset.sum_apply, mul_comm]
  have hS : ∀ y : m → ℝ, constraintGram A C *ᵥ y = C *ᵥ (A⁻¹ *ᵥ (Cᵀ *ᵥ y)) := by
    intro y
    simp only [constraintGram, Matrix.mulVec_mulVec, Matrix.mul_assoc]
  constructor
  · intro h
    rw [Fintype.linearIndependent_iff]
    intro g hg i
    have h1 : g = (constraintGram A C)⁻¹ *ᵥ (constraintGram A C *ᵥ g) := by
      rw [Matrix.mulVec_mulVec, Matrix.nonsing_inv_mul _ h, Matrix.one_mulVec]
    rw [hS, hcomb, hg, Matrix.mulVec_zero, Matrix.mulVec_zero, Matrix.mulVec_zero] at h1
    exact congrFun h1 i
  · intro hC
    apply isUnit_det_of_pos
    intro y hy
    have hAz : A *ᵥ (A⁻¹ *ᵥ (Cᵀ *ᵥ y)) = Cᵀ *ᵥ y := by
      rw [Matrix.mulVec_mulVec, Matrix.mul_nonsing_inv _ (isUnit_det_of_pos hpos),
        Matrix.one_mulVec]
    have hz : A⁻¹ *ᵥ (Cᵀ *ᵥ y) ≠ 0 := by
      intro h0
      rw [h0, Matrix.mulVec_zero, hcomb] at hAz
      exact hy (funext (Fintype.linearIndependent_iff.mp hC y hAz.symm))
    -- the form of `C A⁻¹ Cᵀ` at `y` is the tail weight of `A⁻¹ Cᵀ y`
    have h2 := hpos _ hz
    rw [tailWeight, hAz, Matrix.dotProduct_mulVec, Matrix.vecMul_transpose, ← hS,
      dotProduct_comm] at h2
    exact h2
```

## The vanishing cross term

This lemma is the identity W(x) = W(c) + W(x − c), with `l` for λ. The step `hcross` shows that the cross term is zero by moving Cᵀ across the dot product, and `hsymm` uses the symmetry of A to identify the two mixed products. What remains is linear arithmetic in the expanded weights.

```lean
omit [DecidableEq n] [DecidableEq m] in
/-- For symmetric `A`, if `A c = Cᵀ l`, any `x` with the same constraint values as `c` has the tail
weight of `c` plus the tail weight of the difference `x - c`. -/
theorem tailWeight_eq_add {A : Matrix n n ℝ} {C : Matrix m n ℝ} (hA : A.IsSymm)
    {c x : n → ℝ} {l : m → ℝ} (hc : A *ᵥ c = Cᵀ *ᵥ l) (hx : C *ᵥ x = C *ᵥ c) :
    tailWeight A x = tailWeight A c + tailWeight A (x - c) := by
  have hcross : (x - c) ⬝ᵥ A *ᵥ c = 0 := by
    rw [hc, Matrix.dotProduct_mulVec, Matrix.vecMul_transpose, Matrix.mulVec_sub, hx,
      sub_self, zero_dotProduct]
  have hsymm : c ⬝ᵥ A *ᵥ x = x ⬝ᵥ A *ᵥ c := by
    rw [Matrix.dotProduct_mulVec, ← Matrix.mulVec_transpose, hA.eq, dotProduct_comm]
  simp only [tailWeight, Matrix.mulVec_sub, sub_dotProduct, dotProduct_sub] at hcross ⊢
  linarith
```

## The unique minimizer and its multipliers

The main theorem takes a symmetric A with positive weight, independent rows of C, and any `d`. It concludes that S is invertible, that `optimalCoeff A C d` satisfies the conditions, that its weight is dᵀ S⁻¹ d, and that every other admissible vector has strictly larger weight. The strict inequality contains the uniqueness.

In the proof, `hstat` is A c = Cᵀ λ and `hfeas` is C c = S S⁻¹ d = d. The value follows from these two, and the strict inequality from the cross-term lemma together with the positivity of W(x − c).

```lean
/-- Optimal pseudization: for a symmetric `A` with positive definite tail weight and independent
constraints `C c = d`, the coefficients `A⁻¹ Cᵀ (C A⁻¹ Cᵀ)⁻¹ d` meet the constraints, have tail
weight `dᵀ (C A⁻¹ Cᵀ)⁻¹ d`, and every other admissible choice has a strictly larger tail weight. -/
theorem optimal_pseudization {A : Matrix n n ℝ} {C : Matrix m n ℝ} (hA : A.IsSymm)
    (hpos : ∀ x, x ≠ 0 → 0 < tailWeight A x) (hC : LinearIndependent ℝ C.row)
    (d : m → ℝ) :
    IsUnit (constraintGram A C).det ∧
    C *ᵥ optimalCoeff A C d = d ∧
    tailWeight A (optimalCoeff A C d) = d ⬝ᵥ (constraintGram A C)⁻¹ *ᵥ d ∧
    ∀ x, C *ᵥ x = d → x ≠ optimalCoeff A C d →
      tailWeight A (optimalCoeff A C d) < tailWeight A x := by
  have hS := (isUnit_constraintGram_iff C hpos).mpr hC
  have hstat : A *ᵥ optimalCoeff A C d = Cᵀ *ᵥ ((constraintGram A C)⁻¹ *ᵥ d) := by
    rw [optimalCoeff, Matrix.mulVec_mulVec,
      Matrix.mul_nonsing_inv _ (isUnit_det_of_pos hpos), Matrix.one_mulVec]
  have hfeas : C *ᵥ optimalCoeff A C d = d := by
    have h1 : C *ᵥ optimalCoeff A C d
        = constraintGram A C *ᵥ ((constraintGram A C)⁻¹ *ᵥ d) := by
      rw [optimalCoeff]
      generalize (constraintGram A C)⁻¹ *ᵥ d = y
      simp only [constraintGram, Matrix.mulVec_mulVec, Matrix.mul_assoc]
    rw [h1, Matrix.mulVec_mulVec, Matrix.mul_nonsing_inv _ hS, Matrix.one_mulVec]
  refine ⟨hS, hfeas, ?_, ?_⟩
  · rw [tailWeight, hstat, Matrix.dotProduct_mulVec, Matrix.vecMul_transpose, hfeas]
  · intro x hx hne
    have h1 := tailWeight_eq_add hA hstat (hx.trans hfeas.symm)
    have h2 := hpos _ (sub_ne_zero.mpr hne)
    linarith
```

The symmetry hypothesis `hA` is easily left out, because "positive definite" is often taken to include it. Here positivity is a statement about cᵀ A c alone, which sees only the symmetric part of A. Take A with rows (1, 1) and (−1, 1), C = (1, 0) and d = 1. Then W(c) = c₁² + c₂², and the minimizer is (1, 0) with weight 1. The formula A⁻¹ Cᵀ S⁻¹ d gives (1, 1) with weight 2. A program that assembles A with an indexing error can fail in the same way while still meeting every constraint.

The multiplier characterization concerns a vector `c` that already satisfies C c = d. It minimizes the weight among admissible vectors exactly when some `l` gives A c = Cᵀ l. From left to right, the strict inequality forces `c` to equal `optimalCoeff A C d`, whose multipliers are S⁻¹ d. From right to left, the cross-term lemma leaves only the nonnegative weight of x − c.

```lean
/-- For a symmetric `A` with positive definite tail weight and independent constraints, coefficients
that meet the constraints minimize the tail weight exactly when `A c = Cᵀ l` for some vector `l` of
Lagrange multipliers. -/
theorem minimizer_iff_multiplier {A : Matrix n n ℝ} {C : Matrix m n ℝ} (hA : A.IsSymm)
    (hpos : ∀ x, x ≠ 0 → 0 < tailWeight A x) (hC : LinearIndependent ℝ C.row)
    {d : m → ℝ} {c : n → ℝ} (hc : C *ᵥ c = d) :
    (∀ x, C *ᵥ x = d → tailWeight A c ≤ tailWeight A x) ↔
      ∃ l : m → ℝ, A *ᵥ c = Cᵀ *ᵥ l := by
  constructor
  · intro hmin
    obtain ⟨_, hfeas, _, hlt⟩ := optimal_pseudization hA hpos hC d
    have hopt : c = optimalCoeff A C d := by
      by_contra hne
      exact not_le_of_gt (hlt c hc hne) (hmin _ hfeas)
    refine ⟨(constraintGram A C)⁻¹ *ᵥ d, ?_⟩
    rw [hopt, optimalCoeff, Matrix.mulVec_mulVec,
      Matrix.mul_nonsing_inv _ (isUnit_det_of_pos hpos), Matrix.one_mulVec]
  · rintro ⟨l, hl⟩ x hx
    have h1 := tailWeight_eq_add hA hl (hx.trans hc.symm)
    have h2 : 0 ≤ tailWeight A (x - c) := by
      rcases eq_or_ne (x - c) 0 with h | h
      · rw [h, tailWeight, zero_dotProduct]
      · exact (hpos _ h).le
    linarith
```

## A weight from Fourier coefficients on a grid

So far A has been any matrix with the required properties. A concrete one comes from a finite set of wave vectors G, quadrature weights w_G, and the Fourier coefficients F_Gi of the basis functions:

A = Fᵀ diag(w) F.

The coefficients are real, as they are for the spherical Bessel transforms of real radial functions at fixed angular momentum. That the grid lies above the cutoff is a matter of how G is chosen; the definition works for any finite grid.

```lean
/-- The matrix `Fᵀ diag(w) F` built from the Fourier coefficients `F G i` of the basis
functions on a finite grid of wave vectors `G` with quadrature weights `w G`. -/
def fourierTail (w : κ → ℝ) (F : Matrix κ n ℝ) : Matrix n n ℝ :=
  Fᵀ * Matrix.diagonal w * F
```

The Fourier coefficient of the expanded function at G is (F c)_G. Moving Fᵀ across the dot product gives

cᵀ A c = Σ_G w_G (F c)_G²,

and the next theorem states this.

```lean
omit [DecidableEq n] in
/-- The tail weight of `fourierTail w F` is the weighted sum over the grid of the squared
Fourier coefficients of the augmentation function. -/
theorem tailWeight_fourierTail (w : κ → ℝ) (F : Matrix κ n ℝ) (c : n → ℝ) :
    tailWeight (fourierTail w F) c = ∑ G, w G * (F *ᵥ c) G ^ 2 := by
  rw [tailWeight, fourierTail, ← Matrix.mulVec_mulVec, ← Matrix.mulVec_mulVec,
    Matrix.dotProduct_mulVec, Matrix.vecMul_transpose]
  simp only [dotProduct, Matrix.mulVec_diagonal]
  exact Finset.sum_congr rfl fun G _ => by ring
```

For this A, symmetry and positivity are derived. The hypotheses are that every w_G is positive and that F c = 0 only for c = 0. Physically, the second requires the grid to resolve the basis: any nonzero combination must have a nonzero component at some wave vector in it. This fails, for instance, when there are fewer wave vectors than basis functions.

In the proof, a nonzero `x` yields a G with (F x)_G ≠ 0. Its term in the sum is positive and all others are nonnegative, so the sum is positive. The main theorem then applies, and its inequality is rewritten as one between Fourier sums.

```lean
/-- With positive grid weights, independent constraints, and basis functions of which no nonzero
combination vanishes on the whole grid, `optimalCoeff` meets the constraints and gives a strictly
smaller Fourier sum than any other admissible coefficients. -/
theorem fourier_pseudization {w : κ → ℝ} {F : Matrix κ n ℝ} {C : Matrix m n ℝ}
    (hw : ∀ G, 0 < w G) (hF : ∀ c, F *ᵥ c = 0 → c = 0)
    (hC : LinearIndependent ℝ C.row) (d : m → ℝ) :
    C *ᵥ optimalCoeff (fourierTail w F) C d = d ∧
    ∀ x, C *ᵥ x = d → x ≠ optimalCoeff (fourierTail w F) C d →
      ∑ G, w G * (F *ᵥ optimalCoeff (fourierTail w F) C d) G ^ 2
        < ∑ G, w G * (F *ᵥ x) G ^ 2 := by
  have hA : (fourierTail w F).IsSymm := by
    simp [fourierTail, Matrix.IsSymm, Matrix.transpose_mul, Matrix.mul_assoc]
  have hpos : ∀ x, x ≠ 0 → 0 < tailWeight (fourierTail w F) x := by
    intro x hx
    rw [tailWeight_fourierTail]
    -- some wave vector of the grid sees the function
    obtain ⟨G, hG⟩ := Function.ne_iff.mp (fun h => hx (hF x h))
    have hG' : (F *ᵥ x) G ≠ 0 := hG
    exact Finset.sum_pos' (fun K _ => mul_nonneg (hw K).le (sq_nonneg _))
      ⟨G, Finset.mem_univ G, mul_pos (hw G) (pow_pos (abs_pos.mpr hG') 2 |>.trans_eq (sq_abs _))⟩
  obtain ⟨_, hfeas, _, hlt⟩ := optimal_pseudization hA hpos hC d
  refine ⟨hfeas, fun x hx hne => ?_⟩
  rw [← tailWeight_fourierTail, ← tailWeight_fourierTail]
  exact hlt x hx hne

end

end AugmentationPseudization
```

The minimized quantity is this finite sum, so the error made in replacing the integral over all G above the cutoff is not estimated. Nor does a small sum say how well the pseudized function reproduces the original inside the radius, beyond the conditions collected in C.

```lean
#print axioms AugmentationPseudization.minimizer_iff_multiplier
-- 'AugmentationPseudization.minimizer_iff_multiplier' depends on axioms: [propext, Classical.choice, Quot.sound]
#print axioms AugmentationPseudization.fourier_pseudization
-- 'AugmentationPseudization.fourier_pseudization' depends on axioms: [propext, Classical.choice, Quot.sound]
```
